# For autocorrelation r^t with 0 ≤ r < 1, the block inefficiency is nondecreasing in block length and tends to (1 + r)/(1 − r)

Take a long simulation in which the autocorrelation of an observable falls by a factor 0.9 from each sample to the next. If the samples are treated as independent, the variance of the mean comes out too small by a factor close to 19, and the error bar too small by a factor of more than 4. Grouping the samples into blocks of ten and treating the block means as independent recovers a factor of only about 7.3. Someone who doesn't know how the estimate depends on block length may stop there and report an error bar that is still too small.

For a single geometric decay of the autocorrelation, this dependence can be worked out in full: a closed form, a direction of approach and a limit.

```lean
import Mathlib

open Finset Filter Topology

namespace BlockingPlateau

noncomputable section
```

## The variance of a block mean

Let c(t) be the covariance of two samples separated by t steps. Stationarity means that it depends on the lag alone. Expanding the square in the variance of the mean of N samples gives

Var(block mean) = (1/N²) Σ_{0≤i<N} Σ_{0≤j<N} c(|i − j|).

In Lean, `range N` supplies the indices 0, …, N − 1, and `natAbs` takes the absolute value of an integer difference, which is the lag.

```lean
/-- The variance of the mean of `N ≥ 1` successive samples of a stationary series whose
covariance at lag `t` is `c t`. -/
def blockVariance (c : ℕ → ℝ) (N : ℕ) : ℝ :=
  (∑ i ∈ range N, ∑ j ∈ range N, c ((i : ℤ) - (j : ℤ)).natAbs) / (N : ℝ) ^ 2
```

This formula is the starting definition, and the function `c` is arbitrary. An alternative model would begin with square-integrable random variables on a probability space and derive the double sum from the bilinearity of covariance. That would add integrability and stationarity hypotheses and one further theorem; the algebra from here on would stay the same.

## The inefficiency as a weighted sum over lags

Now let the autocorrelation at lag t be r^t. For a single relaxation time τ and sampling interval Δt, r = exp(−Δt/τ), which lies between 0 and 1. The block inefficiency is

g(N) = 1 + 2 Σ_{1≤t<N} (1 − t/N) r^t.

The set `Ico 1 N` contains exactly the lags 1 ≤ t < N. For one sample the sum is empty and g(1) = 1.

```lean
/-- The block inefficiency for blocks of `N ≥ 1` samples with autocorrelation `r ^ t`
at lag `t`. -/
def blockInefficiency (r : ℝ) (N : ℕ) : ℝ :=
  1 + 2 * ∑ t ∈ Ico 1 N, (1 - (t : ℝ) / (N : ℝ)) * r ^ t
```

It is easier to work with whole numbers of pairs. A block of N samples contains N − t pairs at lag t, so define

S(N) = Σ_{1≤t<N} (N − t) c(t).

```lean
/-- The sum of `c t` over positive lags, each weighted by the number `N - t` of sample pairs
in the block that are separated by that lag. -/
def lagSum (c : ℕ → ℝ) (N : ℕ) : ℝ :=
  ∑ t ∈ Ico 1 N, ((N : ℝ) - (t : ℝ)) * c t
```

## One more sample adds one pair at each lag

Lengthening the block by one sample raises each weight by one:

S(N + 1) = Σ_{1≤t≤N} (N + 1 − t) c(t)
= Σ_{1≤t≤N} (N − t) c(t) + Σ_{1≤t≤N} c(t)
= S(N) + Σ_{1≤t≤N} c(t).

The last equality holds because the term t = N has weight zero. The auxiliary statement `h` removes that term, treating the empty block separately; the rest is a termwise comparison.

```lean
/-- Lengthening a block from `N` to `N + 1` samples increases the weighted lag sum by the sum of
`c t` over the lags from `1` to `N`. -/
theorem lagSum_succ (c : ℕ → ℝ) (N : ℕ) :
    lagSum c (N + 1) = lagSum c N + ∑ t ∈ Ico 1 (N + 1), c t := by
  -- the lag `t = N` has weight zero in the shorter block
  have h : ∑ t ∈ Ico 1 (N + 1), ((N : ℝ) - (t : ℝ)) * c t = lagSum c N := by
    unfold lagSum
    rcases N with _ | n
    · simp
    · rw [Finset.sum_Ico_succ_top (by omega), sub_self, zero_mul, add_zero]
  rw [← h, ← Finset.sum_add_distrib]
  unfold lagSum
  refine Finset.sum_congr rfl fun t _ => ?_
  push_cast
  ring
```

## Collapsing the double sum

Write D(N) for the double sum of covariances. The new sample, with index N, contributes a row, a column and a diagonal entry:

D(N + 1) = D(N) + 2 Σ_{1≤t≤N} c(t) + c(0).

If D(N) = N c(0) + 2 S(N), the recursion for S gives D(N + 1) = (N + 1) c(0) + 2 S(N + 1). Since D(0) = 0, induction yields

D(N) = N c(0) + 2 S(N).

In the proof, `h1` reindexes the column by t = N − i using `Finset.sum_nbij'`, `h2` obtains the row by symmetry, and `h3` is the diagonal entry.

```lean
/-- The sum of all covariances within a block is `N` times the covariance at lag zero plus
twice the weighted sum over positive lags. -/
theorem sum_covariance (c : ℕ → ℝ) (N : ℕ) :
    ∑ i ∈ range N, ∑ j ∈ range N, c ((i : ℤ) - (j : ℤ)).natAbs
      = N * c 0 + 2 * lagSum c N := by
  induction N with
  | zero => simp [lagSum]
  | succ N ih =>
    -- the new sample meets each earlier one at a different lag
    have h1 : ∑ i ∈ range N, c ((i : ℤ) - (N : ℤ)).natAbs = ∑ t ∈ Ico 1 (N + 1), c t := by
      refine Finset.sum_nbij' (fun i => N - i) (fun t => N - t) ?_ ?_ ?_ ?_ ?_
      · intro a ha
        simp only [Finset.mem_range, Finset.mem_Ico] at *
        omega
      · intro a ha
        simp only [Finset.mem_range, Finset.mem_Ico] at *
        omega
      · intro a ha
        simp only [Finset.mem_range] at *
        omega
      · intro a ha
        simp only [Finset.mem_Ico] at *
        omega
      · intro a ha
        simp only [Finset.mem_range] at *
        congr 1
        omega
    have h2 : ∑ j ∈ range N, c ((N : ℤ) - (j : ℤ)).natAbs = ∑ t ∈ Ico 1 (N + 1), c t := by
      rw [← h1]
      refine Finset.sum_congr rfl fun j _ => ?_
      congr 1
      omega
    have h3 : c ((N : ℤ) - (N : ℤ)).natAbs = c 0 := by simp
    simp only [Finset.sum_range_succ, Finset.sum_add_distrib]
    rw [ih, h1, h2, h3, lagSum_succ]
    push_cast
    ring
```

## From the double sum to the inefficiency

With c(t) = r^t, dividing each weight by N gives (N − t)/N = 1 − t/N, and therefore

g(N) = 1 + 2 S(N)/N.

```lean
/-- The block inefficiency is one plus twice the pair-weighted lag sum per sample. -/
theorem blockInefficiency_eq_lagSum (r : ℝ) (N : ℕ) :
    blockInefficiency r N = 1 + 2 * (lagSum (fun t => r ^ t) N / N) := by
  unfold blockInefficiency lagSum
  rw [Finset.sum_div]
  congr 2
  refine Finset.sum_congr rfl fun t ht => ?_
  have hN : (N : ℝ) ≠ 0 := by
    have := Finset.mem_Ico.mp ht
    exact Nat.cast_ne_zero.mpr (by omega)
  have h : 1 - (t : ℝ) / N = ((N : ℝ) - t) / N := by rw [sub_div, div_self hN]
  rw [h]
  ring
```

For covariance v r^t, where v is the variance of one sample, the factor v comes out of the lag sum. With S still denoting the sum for r^t,

N Var(block mean) = (N v + 2 v S(N))/N = v g(N).

This ties g to blocking. If a run of M samples is cut into M/N blocks and their means are treated as independent, the variance assigned to the overall mean is Var(block mean)/(M/N) = v g(N)/M. The theorem needs a nonempty block, `N ≠ 0`, and places no restriction on the real numbers `v` and `r`.

```lean
/-- For samples with covariance `v * r ^ t` at lag `t`, the variance of the mean of a nonempty
block, multiplied by the block length, is `v` times the block inefficiency. -/
theorem mul_blockVariance (v r : ℝ) {N : ℕ} (hN : N ≠ 0) :
    N * blockVariance (fun t => v * r ^ t) N = v * blockInefficiency r N := by
  have hN' : (N : ℝ) ≠ 0 := Nat.cast_ne_zero.mpr hN
  have h : lagSum (fun t => v * r ^ t) N = v * lagSum (fun t => r ^ t) N := by
    unfold lagSum
    rw [Finset.mul_sum]
    exact Finset.sum_congr rfl fun t _ => by ring
  unfold blockVariance
  rw [sum_covariance (fun t => v * r ^ t) N, h, blockInefficiency_eq_lagSum, pow_zero]
  field_simp
```

## Summing the geometric series twice

The first summation is the usual one:

(1 − r) Σ_{1≤t≤n} r^t = r − r^(n+1).

The second gives the lag sum:

(1 − r)² S(n) = n r (1 − r) − r (1 − r^n).

Both sides vanish at n = 0. Passing from n to n + 1 adds (1 − r)² Σ_{1≤t≤n} r^t = (1 − r)(r − r^(n+1)) on the left. On the right, the increase is

r(1 − r) − r(r^n − r^(n+1)) = (1 − r)(r − r^(n+1)),

which is the same. For r ≠ 1, division by (1 − r)² and insertion into g(N) = 1 + 2 S(N)/N give

g(N) = 1 + 2r/(1 − r) − 2r(1 − r^N)/(N(1 − r)²)
= (1 + r)/(1 − r) − 2r(1 − r^N)/(N(1 − r)²).

The two summations are `geo` and `key`. The call `linear_combination ih + (1 - r) * geo n` is the induction step just described.

```lean
/-- Closed form of the block inefficiency for a nonempty block and any `r ≠ 1`. -/
theorem blockInefficiency_closed {r : ℝ} (hr : r ≠ 1) {N : ℕ} (hN : N ≠ 0) :
    blockInefficiency r N
      = (1 + r) / (1 - r) - 2 * r * (1 - r ^ N) / (N * (1 - r) ^ 2) := by
  have hN' : (N : ℝ) ≠ 0 := Nat.cast_ne_zero.mpr hN
  have h1 : 1 - r ≠ 0 := sub_ne_zero.mpr hr.symm
  have geo : ∀ n : ℕ, (1 - r) * ∑ t ∈ Ico 1 (n + 1), r ^ t = r - r ^ (n + 1) := by
    intro n
    induction n with
    | zero => simp
    | succ n ih =>
      rw [Finset.sum_Ico_succ_top (by omega)]
      linear_combination ih
  -- sum the geometric series a second time
  have key : ∀ n : ℕ, (1 - r) ^ 2 * lagSum (fun t => r ^ t) n
      = n * r * (1 - r) - r * (1 - r ^ n) := by
    intro n
    induction n with
    | zero => simp [lagSum]
    | succ n ih =>
      rw [lagSum_succ]
      push_cast
      linear_combination ih + (1 - r) * geo n
  have hl : lagSum (fun t => r ^ t) N
      = (N * r * (1 - r) - r * (1 - r ^ N)) / (1 - r) ^ 2 := by
    rw [eq_div_iff (pow_ne_zero 2 h1)]
    linear_combination key N
  rw [blockInefficiency_eq_lagSum, hl]
  field_simp
  ring
```

## How far a finite block falls short

For 0 ≤ r < 1 we have 0 ≤ 1 − r^N ≤ 1. The correction in the closed form is therefore nonnegative and at most 2r/(N(1 − r)²):

(1 + r)/(1 − r) − 2r/(N(1 − r)²) ≤ g(N) ≤ (1 + r)/(1 − r).

At r = 0.9 the shortfall is at most 180/N, so blocks of 1000 samples come within 0.18 of the plateau value 19.

```lean
/-- For `0 ≤ r < 1` the inefficiency of a nonempty block does not exceed `(1 + r) / (1 - r)`,
and falls below it by at most `2 r / (N (1 - r) ^ 2)`. -/
theorem plateau_bounds {r : ℝ} (h0 : 0 ≤ r) (h1 : r < 1) {N : ℕ} (hN : N ≠ 0) :
    (1 + r) / (1 - r) - 2 * r / (N * (1 - r) ^ 2) ≤ blockInefficiency r N ∧
      blockInefficiency r N ≤ (1 + r) / (1 - r) := by
  rw [blockInefficiency_closed h1.ne hN]
  have hD : 0 ≤ (N : ℝ) * (1 - r) ^ 2 := by positivity
  have hp : r ^ N ≤ 1 := pow_le_one₀ h0 h1.le
  constructor
  · have h : 2 * r * (1 - r ^ N) / (N * (1 - r) ^ 2) ≤ 2 * r / (N * (1 - r) ^ 2) :=
      div_le_div_of_nonneg_right (by nlinarith [mul_nonneg h0 (pow_nonneg h0 N)]) hD
    linarith
  · have h : 0 ≤ 2 * r * (1 - r ^ N) / (N * (1 - r) ^ 2) :=
      div_nonneg (mul_nonneg (by linarith) (by linarith)) hD
    linarith
```

## Longer blocks never lower the inefficiency when r ≥ 0

Compare block lengths m + 1 and n + 1 with m ≤ n. Each weight grows with the block length, and the additional terms are nonnegative:

Σ_{1≤t≤m} (1 − t/(m+1)) r^t
≤ Σ_{1≤t≤m} (1 − t/(n+1)) r^t
≤ Σ_{1≤t≤n} (1 − t/(n+1)) r^t.

These two inequalities are `hw` and `hs`. The argument doesn't use r < 1. Writing the function as `fun n : ℕ => blockInefficiency r (n + 1)` makes `Monotone` range over the block lengths 1, 2, 3, ….

```lean
/-- For `r ≥ 0` the block inefficiency is nondecreasing over block lengths `1, 2, 3, …`. -/
theorem blockInefficiency_monotone {r : ℝ} (hr : 0 ≤ r) :
    Monotone fun n : ℕ => blockInefficiency r (n + 1) := by
  intro m n hmn
  have hw : ∑ t ∈ Ico 1 (m + 1), (1 - (t : ℝ) / ((m + 1 : ℕ) : ℝ)) * r ^ t
      ≤ ∑ t ∈ Ico 1 (m + 1), (1 - (t : ℝ) / ((n + 1 : ℕ) : ℝ)) * r ^ t := by
    -- every triangular weight grows with the block length
    refine Finset.sum_le_sum fun t _ => mul_le_mul_of_nonneg_right ?_ (pow_nonneg hr t)
    have h : (t : ℝ) / ((n + 1 : ℕ) : ℝ) ≤ (t : ℝ) / ((m + 1 : ℕ) : ℝ) :=
      div_le_div_of_nonneg_left (Nat.cast_nonneg t) (by positivity)
        (Nat.cast_le.mpr (by omega))
    linarith
  have hs : ∑ t ∈ Ico 1 (m + 1), (1 - (t : ℝ) / ((n + 1 : ℕ) : ℝ)) * r ^ t
      ≤ ∑ t ∈ Ico 1 (n + 1), (1 - (t : ℝ) / ((n + 1 : ℕ) : ℝ)) * r ^ t := by
    -- the longer block only adds nonnegative terms
    refine Finset.sum_le_sum_of_subset_of_nonneg ?_ ?_
    · intro t ht
      simp only [Finset.mem_Ico] at *
      omega
    · intro t ht _
      have ht' := Finset.mem_Ico.mp ht
      exact mul_nonneg (sub_nonneg.mpr (div_le_one_of_le₀
        (Nat.cast_le.mpr (by omega)) (Nat.cast_nonneg _))) (pow_nonneg hr t)
  change blockInefficiency r (m + 1) ≤ blockInefficiency r (n + 1)
  unfold blockInefficiency
  linarith
```

## The plateau

For |r| < 1, r^N tends to 0 and so does 1/N. The correction in the closed form vanishes, leaving

g(N) → (1 + r)/(1 − r).

In Lean, `Tendsto … atTop (𝓝 …)` expresses this limit. The proof takes the limit of the closed form and transfers it to g, with which it agrees for every N ≠ 0.

```lean
/-- For `|r| < 1` the block inefficiency tends to `(1 + r) / (1 - r)` as the block length
grows. -/
theorem blockInefficiency_tendsto {r : ℝ} (hr : |r| < 1) :
    Tendsto (blockInefficiency r) atTop (𝓝 ((1 + r) / (1 - r))) := by
  have h : Tendsto (fun N : ℕ => (1 + r) / (1 - r) - 2 * r / (1 - r) ^ 2 / (N : ℝ) * (1 - r ^ N))
      atTop (𝓝 ((1 + r) / (1 - r) - 0 * (1 - 0))) :=
    tendsto_const_nhds.sub ((tendsto_const_div_atTop_nhds_zero_nat _).mul
      (tendsto_const_nhds.sub (tendsto_pow_atTop_nhds_zero_of_abs_lt_one hr)))
  rw [zero_mul, sub_zero] at h
  refine h.congr' ?_
  filter_upwards [eventually_ne_atTop 0] with N hN
  have e : 2 * r / (1 - r) ^ 2 / (N : ℝ) * (1 - r ^ N)
      = 2 * r * (1 - r ^ N) / (N * (1 - r) ^ 2) := by
    rw [div_div, div_mul_eq_mul_div, mul_comm ((1 - r) ^ 2) (N : ℝ)]
  rw [blockInefficiency_closed (abs_lt.mp hr).2.ne hN, e]
```

The main theorem collects the three statements for 0 ≤ r < 1: the closed form for every nonempty block, monotonicity in the block length, and the limit.

```lean
/-- For `0 ≤ r < 1` the block inefficiency has the stated closed form for every nonempty block,
is nondecreasing in the block length, and tends to the plateau `(1 + r) / (1 - r)`. -/
theorem blocking_plateau {r : ℝ} (h0 : 0 ≤ r) (h1 : r < 1) :
    (∀ N : ℕ, N ≠ 0 → blockInefficiency r N
      = (1 + r) / (1 - r) - 2 * r * (1 - r ^ N) / (N * (1 - r) ^ 2)) ∧
    (Monotone fun n : ℕ => blockInefficiency r (n + 1)) ∧
    Tendsto (blockInefficiency r) atTop (𝓝 ((1 + r) / (1 - r))) :=
  ⟨fun _ hN => blockInefficiency_closed h1.ne hN, blockInefficiency_monotone h0,
    blockInefficiency_tendsto (abs_lt.mpr ⟨by linarith, h1⟩)⟩
```

For simulation practice this means that, when the autocorrelation is a single geometric decay with 0 ≤ r < 1, a block that is too short can understate the variance of a long-run mean but not overstate it. The result concerns exact variances. Block variances estimated from a finite run scatter, so a measured blocking curve may dip even where g does not. An observable with several relaxation times also needs a different closed form.

## Anticorrelated samples reverse the first step

The sign condition matters for monotonicity. Directly from the definition,

g(1) = 1 and g(2) = 1 + 2(1 − 1/2) r = 1 + r,

so g(2) < g(1) whenever r < 0. For −1 < r < 0 the plateau still exists, but the inefficiency starts by falling. The proof evaluates both sums and compares the results.

```lean
/-- For `r < 0` the inefficiency of a block of two samples is smaller than that of a single
sample. -/
theorem anticorrelated_decrease {r : ℝ} (hr : r < 0) :
    blockInefficiency r 2 < blockInefficiency r 1 := by
  have g1 : blockInefficiency r 1 = 1 := by simp [blockInefficiency]
  have g2 : blockInefficiency r 2 = 1 + r := by
    have h : Ico 1 2 = ({1} : Finset ℕ) := by decide
    unfold blockInefficiency
    rw [h, Finset.sum_singleton]
    push_cast
    ring
  rw [g1, g2]
  linarith

end

end BlockingPlateau
```

```lean
#print axioms BlockingPlateau.plateau_bounds
#print axioms BlockingPlateau.blockInefficiency_tendsto
#print axioms BlockingPlateau.blocking_plateau
#print axioms BlockingPlateau.anticorrelated_decrease
```

```
'BlockingPlateau.plateau_bounds' depends on axioms: [propext, Classical.choice, Quot.sound]
'BlockingPlateau.blockInefficiency_tendsto' depends on axioms: [propext, Classical.choice, Quot.sound]
'BlockingPlateau.blocking_plateau' depends on axioms: [propext, Classical.choice, Quot.sound]
'BlockingPlateau.anticorrelated_decrease' depends on axioms: [propext, Classical.choice, Quot.sound]
```
